# Quasistatic plane waves in a piezoelectric crystal obey the stiffened Christoffel equation

To obtain sound speeds in a piezoelectric crystal from its computed material tensors, one builds a 3×3 matrix for each direction of travel, adds a piezoelectric term of rank at most one, and diagonalises. In the quasistatic approximation, with positive definite permittivity, each non-negative eigenvalue is the density times a squared phase speed.

The wave carries a displacement $u$ and an electric potential $\phi$,
$$u=p\cos\theta,\qquad \phi=q\cos\theta,\qquad \theta=\kappa\,m\cdot x-wt,$$
with unit direction $m$, wave number $\kappa\neq0$ and angular frequency $w$ (usually written $\omega$). Which amplitudes $p$, $q$ are allowed? Repeated indices are summed below.

```lean
import Mathlib

open Matrix

namespace PiezoelectricPlaneWave

noncomputable section
```

## Material laws and field equations

Vectors are triples of Cartesian components. The crystal is homogeneous, with stiffness $C$ at constant electric field, piezoelectric tensor $e$ (electric index first), permittivity $\varepsilon$ at constant strain, and density $\rho$.

```lean
/-- Vectors in three-dimensional space, by Cartesian components. -/
abbrev Vec := Fin 3 → ℝ

/-- Material constants of a piezoelectric crystal: stiffness `C`, piezoelectric tensor `e`,
permittivity `eps` and mass density `rho`. -/
structure Crystal where
  C : Fin 3 → Fin 3 → Fin 3 → Fin 3 → ℝ
  e : Fin 3 → Fin 3 → Fin 3 → ℝ
  eps : Matrix (Fin 3) (Fin 3) ℝ
  rho : ℝ
```

Partial derivatives are taken along the coordinate axes, and the strain is the symmetrised displacement gradient.

```lean
/-- The partial derivative of a scalar field along the coordinate axis `j`. -/
def pd (j : Fin 3) (f : Vec → ℝ) (x : Vec) : ℝ :=
  deriv (fun s : ℝ => f (x + s • (Pi.single j 1 : Vec))) 0

/-- The strain, which is the symmetric part of the displacement gradient. -/
def strain (u : Vec → Vec) (x : Vec) (r s : Fin 3) : ℝ :=
  (pd s (fun y => u y r) x + pd r (fun y => u y s) x) / 2
```

With electric field $-\nabla\phi$, the stress and electric displacement are
$$T_{ij}=C_{ijrs}\,\partial_s u_r+e_{rij}\,\partial_r\phi,\qquad D_i=e_{ijs}\,\partial_s u_j-\varepsilon_{ij}\,\partial_j\phi .$$

```lean
/-- The stress `C_ijrs ∂_s u_r + e_rij ∂_r φ`, the electric field being `-∇φ`. -/
def Crystal.stress (M : Crystal) (u : Vec → Vec) (phi : Vec → ℝ) (x : Vec) (i j : Fin 3) : ℝ :=
  ∑ r, ∑ s, M.C i j r s * pd s (fun y => u y r) x + ∑ r, M.e r i j * pd r phi x

/-- The electric displacement `e_ijs ∂_s u_j - eps_ij ∂_j φ`. -/
def Crystal.elDisp (M : Crystal) (u : Vec → Vec) (phi : Vec → ℝ) (x : Vec) (i : Fin 3) : ℝ :=
  ∑ j, ∑ s, M.e i j s * pd s (fun y => u y j) x - ∑ j, M.eps i j * pd j phi x
```

The equations are $\rho\,\partial_t^2u_i=\partial_jT_{ij}$ and $\partial_iD_i=0$, the latter being Gauss's law without free charge. `Solves` demands both at every time and point of unbounded space. The linear, lossless continuum is a model of the real crystal. Replacing the full Maxwell electric field by $-\nabla\phi$ is a further approximation, which rests on sound being far slower than light.

```lean
/-- The quasistatic piezoelectric equations: Newton's law for the displacement, and an
electric displacement without divergence, at all times and points. -/
def Crystal.Solves (M : Crystal) (u : ℝ → Vec → Vec) (phi : ℝ → Vec → ℝ) : Prop :=
  ∀ t x, (∀ i, M.rho * deriv (fun s => deriv (fun r => u r x i) s) t =
      ∑ j, pd j (fun y => M.stress (u t) (phi t) y i j) x) ∧
    ∑ i, pd i (fun y => M.elDisp (u t) (phi t) y i) x = 0
```

## The wave and its three contractions

Each component of $u$, and $\phi$ itself, is a scalar wave of this form:

```lean
/-- The scalar plane wave `A cos(κ m·x - w t)`. -/
def planeWave (κ w : ℝ) (m : Vec) (A t : ℝ) (x : Vec) : ℝ :=
  A * Real.cos (κ * (m ⬝ᵥ x) - w * t)
```

The direction $m$ enters through
$$G_{ir}=C_{ijrs}m_jm_s,\qquad g_i=e_{rij}m_rm_j,\qquad a=m^{T}\varepsilon m .$$

```lean
/-- The Christoffel matrix `G_ir = C_ijrs m_j m_s`. -/
def Crystal.christoffel (M : Crystal) (m : Vec) : Matrix (Fin 3) (Fin 3) ℝ :=
  Matrix.of fun i r => ∑ j, ∑ s, M.C i j r s * m j * m s

/-- The piezoelectric vector `g_i = e_rij m_r m_j`. -/
def Crystal.piezoVec (M : Crystal) (m : Vec) : Vec :=
  fun i => ∑ r, ∑ j, M.e r i j * m r * m j

/-- The permittivity `a = mᵀ eps m` along `m`. -/
def Crystal.permAlong (M : Crystal) (m : Vec) : ℝ := m ⬝ᵥ M.eps *ᵥ m
```

Eliminating the potential will produce the matrix $G+gg^{T}/a$.

```lean
/-- The stiffened Christoffel matrix `G + g gᵀ / a`, for directions with `a ≠ 0`. -/
def Crystal.stiffened (M : Crystal) (m : Vec) : Matrix (Fin 3) (Fin 3) ℝ :=
  M.christoffel m + (1 / M.permAlong m) • vecMulVec (M.piezoVec m) (M.piezoVec m)
```

## Gradient or strain

Textbooks write the laws with the strain $S_{rs}$. If $C_{ijrs}=C_{ijsr}$, then $C_{ijrs}\partial_su_r=C_{ijrs}S_{rs}$, because the antisymmetric part of the gradient, a local rotation, cancels. The same holds for $e_{ijs}=e_{isj}$. The proof writes out the nine terms and compares them. The later theorems don't need these symmetries.

```lean
/-- If `C_ijrs = C_ijsr` and `e_ijs = e_isj`, stress and electric displacement depend on the
displacement gradient only through the strain. -/
theorem constitutive_strain (M : Crystal) (hC : ∀ i j r s, M.C i j r s = M.C i j s r)
    (he : ∀ i j s, M.e i j s = M.e i s j) (u : Vec → Vec) (phi : Vec → ℝ) (x : Vec)
    (i j : Fin 3) :
    M.stress u phi x i j =
        ∑ r, ∑ s, M.C i j r s * strain u x r s + ∑ r, M.e r i j * pd r phi x ∧
      M.elDisp u phi x i =
        ∑ r, ∑ s, M.e i r s * strain u x r s - ∑ r, M.eps i r * pd r phi x := by
  constructor
  · simp only [Crystal.stress, strain, Fin.sum_univ_three, hC i j 1 0, hC i j 2 0, hC i j 2 1]
    ring
  · simp only [Crystal.elDisp, strain, Fin.sum_univ_three, he i 1 0, he i 2 0, he i 2 1]
    ring
```

## Differentiating the wave

Along axis $j$ the phase changes at rate $\kappa m_j$, so
$$\partial_j(A\cos\theta)=-A\kappa m_j\sin\theta,\qquad \partial_j(A\sin\theta)=A\kappa m_j\cos\theta .$$
In the proof, the local name `e` denotes the identity for $m\cdot x$ shifted along an axis, not the piezoelectric tensor.

```lean
/-- Spatial derivatives of a cosine wave and of a sine wave with phase `κ m·x - b`. -/
theorem pd_wave (κ b A : ℝ) (m x : Vec) (j : Fin 3) :
    pd j (fun y => A * Real.cos (κ * (m ⬝ᵥ y) - b)) x =
        -(A * κ * m j) * Real.sin (κ * (m ⬝ᵥ x) - b) ∧
      pd j (fun y => A * Real.sin (κ * (m ⬝ᵥ y) - b)) x =
        A * κ * m j * Real.cos (κ * (m ⬝ᵥ x) - b) := by
  have e : ∀ s : ℝ, m ⬝ᵥ (x + s • (Pi.single j 1 : Vec)) = m ⬝ᵥ x + s * m j := by
    intro s
    rw [dotProduct_add, dotProduct_smul, dotProduct_single, smul_eq_mul, mul_one]
  -- the phase is affine along each axis
  have h : HasDerivAt (fun s : ℝ => κ * (m ⬝ᵥ x + s * m j) - b) (κ * m j) 0 :=
    (((((hasDerivAt_id' (0 : ℝ)).mul_const (m j)).const_add (m ⬝ᵥ x)).const_mul κ).sub_const
      b).congr_deriv (by ring)
  constructor
  · simp only [pd, e]
    refine (h.cos.const_mul A).deriv.trans ?_
    simp only [zero_mul, add_zero]
    ring
  · simp only [pd, e]
    refine (h.sin.const_mul A).deriv.trans ?_
    simp only [zero_mul, add_zero]
    ring
```

In time the phase changes at rate $-w$, and two derivatives give $-w^2$ times the wave.

```lean
/-- The second time derivative of a plane wave is `-w²` times the wave. -/
theorem accel_planeWave (κ w A t : ℝ) (m x : Vec) :
    deriv (fun s => deriv (fun r => planeWave κ w m A r x) s) t =
      -w ^ 2 * planeWave κ w m A t x := by
  have h : ∀ s : ℝ, HasDerivAt (fun r : ℝ => κ * (m ⬝ᵥ x) - w * r) (-w) s := fun s =>
    (((hasDerivAt_id' s).const_mul w).const_sub _).congr_deriv (by ring)
  have h1 : ∀ s, deriv (fun r => planeWave κ w m A r x) s =
      (A * w) * Real.sin (κ * (m ⬝ᵥ x) - w * s) := fun s =>
    ((h s).cos.const_mul A).deriv.trans (by ring)
  simp only [h1]
  exact ((h t).sin.const_mul (A * w)).deriv.trans (by simp only [planeWave]; ring)
```

## From fields to amplitudes

Inserting the first derivatives gives sine waves (`hT`, `hD`):
$$T_{ij}=-\kappa\,(C_{ijrs}p_rm_s+e_{rij}m_rq)\sin\theta,\qquad D_i=-\kappa\,(e_{ijs}p_jm_s-\varepsilon_{ij}m_jq)\sin\theta .$$
A second derivative and the contractions `hG` and `ha` yield
$$\partial_jT_{ij}=-\kappa^2\,[(Gp)_i+g_iq]\cos\theta,\qquad \partial_iD_i=-\kappa^2\,(g\cdot p-aq)\cos\theta .$$
Since $\rho\,\partial_t^2u_i=-\rho w^2p_i\cos\theta$, every term carries the same cosine. At the origin at time zero it equals one, which leaves
$$\rho w^2p=\kappa^2(Gp+qg),\qquad \kappa^2(g\cdot p-aq)=0 .$$
Conversely, multiplying these by $-\cos\theta$ restores the field equations everywhere; `linear_combination` does this with the cosine as coefficient.

```lean
/-- Plane waves solve the piezoelectric equations exactly when their amplitudes satisfy
`ρ w² p = κ² (G p + q g)` and `κ² (g·p - a q) = 0`. -/
theorem solves_iff_amplitudes (M : Crystal) (κ w q : ℝ) (m p : Vec) :
    M.Solves (fun t x i => planeWave κ w m (p i) t x) (fun t x => planeWave κ w m q t x) ↔
      (∀ i, M.rho * w ^ 2 * p i =
        κ ^ 2 * ((M.christoffel m *ᵥ p) i + M.piezoVec m i * q)) ∧
      κ ^ 2 * (M.piezoVec m ⬝ᵥ p - M.permAlong m * q) = 0 := by
  -- stress and electric displacement are sine waves
  have hT : ∀ t y i j, M.stress (fun x i => planeWave κ w m (p i) t x)
      (fun x => planeWave κ w m q t x) y i j =
      (-(κ * (∑ r, ∑ s, M.C i j r s * (p r * m s) + ∑ r, M.e r i j * (m r * q)))) *
        Real.sin (κ * (m ⬝ᵥ y) - w * t) := by
    intro t y i j
    simp only [Crystal.stress, planeWave, (pd_wave _ _ _ _ _ _).1, Fin.sum_univ_three]
    ring
  have hD : ∀ t y i, M.elDisp (fun x i => planeWave κ w m (p i) t x)
      (fun x => planeWave κ w m q t x) y i =
      (-(κ * (∑ j, ∑ s, M.e i j s * (p j * m s) - ∑ j, M.eps i j * (m j * q)))) *
        Real.sin (κ * (m ⬝ᵥ y) - w * t) := by
    intro t y i
    simp only [Crystal.elDisp, planeWave, (pd_wave _ _ _ _ _ _).1, Fin.sum_univ_three]
    ring
  -- their divergences contain G, g and a
  have hG : ∀ i, ∑ j, (∑ r, ∑ s, M.C i j r s * (p r * m s) + ∑ r, M.e r i j * (m r * q)) * m j
      = (M.christoffel m *ᵥ p) i + M.piezoVec m i * q := by
    intro i
    simp only [Crystal.christoffel, Crystal.piezoVec, Matrix.mulVec, dotProduct,
      Matrix.of_apply, Fin.sum_univ_three]
    ring
  have ha : ∑ i, (∑ j, ∑ s, M.e i j s * (p j * m s) - ∑ j, M.eps i j * (m j * q)) * m i
      = M.piezoVec m ⬝ᵥ p - M.permAlong m * q := by
    simp only [Crystal.permAlong, Crystal.piezoVec, Matrix.mulVec, dotProduct,
      Fin.sum_univ_three]
    ring
  simp only [Crystal.Solves, accel_planeWave, hT, hD, (pd_wave _ _ _ _ _ _).2]
  simp only [← hG, ← ha, planeWave]
  constructor
  · intro h
    -- at the origin at time zero the cosine is one
    have h0 := h 0 0
    simp only [dotProduct_zero, mul_zero, sub_zero, Real.cos_zero, mul_one] at h0
    refine ⟨fun i => ?_, ?_⟩
    · have h1 := h0.1 i
      rw [Fin.sum_univ_three] at h1 ⊢
      linear_combination -h1
    · have h2 := h0.2
      rw [Fin.sum_univ_three] at h2 ⊢
      linear_combination -h2
  · rintro ⟨h1, h2⟩ t x
    refine ⟨fun i => ?_, ?_⟩
    · have h3 := h1 i
      rw [Fin.sum_univ_three] at h3 ⊢
      linear_combination (-Real.cos (κ * (m ⬝ᵥ x) - w * t)) * h3
    · rw [Fin.sum_univ_three] at h2 ⊢
      linear_combination (-Real.cos (κ * (m ⬝ᵥ x) - w * t)) * h2
```

## Eliminating the potential

The stiffened matrix acts as
$$\Big(G+\frac{gg^{T}}{a}\Big)p=Gp+g\,\frac{g\cdot p}{a}.$$

```lean
/-- The stiffened matrix acts on a polarization as `G p + g (g·p)/a`, for `a ≠ 0`. -/
theorem stiffened_mulVec (M : Crystal) (m p : Vec) (i : Fin 3) :
    (M.stiffened m *ᵥ p) i = (M.christoffel m *ᵥ p) i +
      M.piezoVec m i * (M.piezoVec m ⬝ᵥ p / M.permAlong m) := by
  simp only [Crystal.stiffened, Matrix.mulVec, dotProduct, Matrix.add_apply,
    Matrix.smul_apply, Matrix.vecMulVec_apply, smul_eq_mul, Fin.sum_univ_three]
  ring
```

Positive definiteness, which in Lean includes symmetry, says that any nonzero electric field stores positive energy in the dielectric. As $m\neq0$, it gives $a>0$. Dividing Gauss's law by $\kappa^2$ gives $q=g\cdot p/a$, and substitution in Newton's law gives
$$\Big(G+\frac{gg^{T}}{a}\Big)p=\rho\Big(\frac{w}{\kappa}\Big)^2p .$$
Each step reverses, so the two conditions together are equivalent to solving the field equations. The case $p=0$ is allowed and forces $q=0$; a wave proper has $p\neq0$, and this $p$ is an eigenvector of the stiffened matrix.

```lean
/-- For positive definite permittivity, unit `m` and `κ ≠ 0`, plane waves solve the quasistatic
piezoelectric equations iff `q = g·p/a` and `(G + g gᵀ/a) p = ρ (w/κ)² p`. -/
theorem solves_iff_christoffel (M : Crystal) (heps : M.eps.PosDef) {κ : ℝ} (hκ : κ ≠ 0)
    {m : Vec} (hm : m ⬝ᵥ m = 1) (w q : ℝ) (p : Vec) :
    M.Solves (fun t x i => planeWave κ w m (p i) t x) (fun t x => planeWave κ w m q t x) ↔
      q = M.piezoVec m ⬝ᵥ p / M.permAlong m ∧
      M.stiffened m *ᵥ p = (M.rho * (w / κ) ^ 2) • p := by
  have hm0 : m ≠ 0 := by
    rintro rfl
    simp at hm
  have ha : M.permAlong m ≠ 0 := by
    have h := heps.dotProduct_mulVec_pos hm0
    rw [star_trivial] at h
    exact h.ne'
  have hκ2 : κ ^ 2 ≠ 0 := pow_ne_zero 2 hκ
  have key : ∀ i, M.rho * (w / κ) ^ 2 * p i = M.rho * w ^ 2 * p i / κ ^ 2 := by
    intro i
    ring
  rw [solves_iff_amplitudes]
  constructor
  · rintro ⟨h1, h2⟩
    -- Gauss's law fixes the potential, which is then eliminated
    have h3 := (mul_eq_zero.mp h2).resolve_left hκ2
    have hq : q = M.piezoVec m ⬝ᵥ p / M.permAlong m :=
      (eq_div_iff ha).2 (by linear_combination -h3)
    refine ⟨hq, funext fun i => ?_⟩
    rw [stiffened_mulVec, ← hq, Pi.smul_apply, smul_eq_mul, key, eq_div_iff hκ2]
    linear_combination -(h1 i)
  · rintro ⟨hq, h⟩
    refine ⟨fun i => ?_, ?_⟩
    · have hi := congrFun h i
      rw [stiffened_mulVec, ← hq, Pi.smul_apply, smul_eq_mul, key, eq_div_iff hκ2] at hi
      linear_combination -hi
    · linear_combination (-κ ^ 2) * (eq_div_iff ha).1 hq
```

## The piezoelectric share of the speed

Taking the dot product with $p$ gives
$$\rho\Big(\frac{w}{\kappa}\Big)^2|p|^2=p\cdot Gp+\frac{(g\cdot p)^2}{a}.$$
For a unit polarization the right side is $\rho$ times the squared phase speed. The second term is never negative. The first is evaluated at the actual polarization, which need not be an eigenvector of $G$.

```lean
/-- Piezoelectric stiffening: for positive definite permittivity, unit `m` and `κ ≠ 0`, a plane
wave solution has `ρ (w/κ)² |p|² = p·G p + (g·p)²/a`. -/
theorem speed_stiffening (M : Crystal) (heps : M.eps.PosDef) {κ : ℝ} (hκ : κ ≠ 0)
    {m : Vec} (hm : m ⬝ᵥ m = 1) {w q : ℝ} {p : Vec}
    (h : M.Solves (fun t x i => planeWave κ w m (p i) t x)
      (fun t x => planeWave κ w m q t x)) :
    M.rho * (w / κ) ^ 2 * (p ⬝ᵥ p) =
      p ⬝ᵥ M.christoffel m *ᵥ p + (M.piezoVec m ⬝ᵥ p) ^ 2 / M.permAlong m := by
  have h1 := ((solves_iff_christoffel M heps hκ hm w q p).1 h).2
  rw [← smul_eq_mul, ← dotProduct_smul, ← h1]
  simp only [dotProduct, stiffened_mulVec, Fin.sum_univ_three]
  ring
```

## Orthogonal polarizations

Suppose $C_{ijrs}=C_{rsij}$, as follows from an elastic energy quadratic in strain. Then $G$ and the stiffened matrix are symmetric (`hS`). For two solutions along $m$, with amplitudes $p,p'$ and phase speeds $v=w/\kappa$, $v'=w'/\kappa'$, moving the matrix across the dot product gives
$$\rho\,(v^2-v'^2)\,(p'\cdot p)=0 .$$
With $\rho\neq0$ and $v^2\neq v'^2$, the polarizations are orthogonal. The wave numbers may differ.

```lean
/-- Let `C_ijrs = C_rsij`, `ρ ≠ 0` and the permittivity be positive definite. Two plane wave
solutions along the same unit `m`, with nonzero wave numbers and different squared phase speeds,
have orthogonal polarizations. -/
theorem polarizations_orthogonal (M : Crystal) (heps : M.eps.PosDef) (hrho : M.rho ≠ 0)
    (hC : ∀ i j r s, M.C i j r s = M.C r s i j) {κ κ' : ℝ} (hκ : κ ≠ 0) (hκ' : κ' ≠ 0)
    {m : Vec} (hm : m ⬝ᵥ m = 1) {w w' q q' : ℝ} {p p' : Vec}
    (h : M.Solves (fun t x i => planeWave κ w m (p i) t x)
      (fun t x => planeWave κ w m q t x))
    (h' : M.Solves (fun t x i => planeWave κ' w' m (p' i) t x)
      (fun t x => planeWave κ' w' m q' t x))
    (hv : (w / κ) ^ 2 ≠ (w' / κ') ^ 2) : p' ⬝ᵥ p = 0 := by
  have h1 := ((solves_iff_christoffel M heps hκ hm w q p).1 h).2
  have h2 := ((solves_iff_christoffel M heps hκ' hm w' q' p').1 h').2
  -- the stiffened matrix is symmetric
  have hS : (M.stiffened m)ᵀ = M.stiffened m := by
    ext i r
    have hG : ∑ j, ∑ s, M.C r j i s * m j * m s = ∑ j, ∑ s, M.C i j r s * m j * m s := by
      rw [Finset.sum_comm]
      refine Finset.sum_congr rfl fun j _ => Finset.sum_congr rfl fun s _ => ?_
      rw [hC r s i j]
      ring
    simp only [Matrix.transpose_apply, Crystal.stiffened, Matrix.add_apply, Matrix.smul_apply,
      Matrix.vecMulVec_apply, Crystal.christoffel, Matrix.of_apply, smul_eq_mul]
    rw [hG]
    ring
  have h3 : p' ⬝ᵥ M.stiffened m *ᵥ p = (M.stiffened m *ᵥ p') ⬝ᵥ p := by
    rw [Matrix.dotProduct_mulVec, ← Matrix.mulVec_transpose, hS]
  rw [h1, h2, dotProduct_smul, smul_dotProduct, smul_eq_mul, smul_eq_mul] at h3
  have h4 : M.rho * ((w / κ) ^ 2 - (w' / κ') ^ 2) * (p' ⬝ᵥ p) = 0 := by
    linear_combination h3
  exact (mul_eq_zero.mp h4).resolve_left (mul_ne_zero hrho (sub_ne_zero.mpr hv))

end

end PiezoelectricPlaneWave
```

```lean
#print axioms PiezoelectricPlaneWave.constitutive_strain
#print axioms PiezoelectricPlaneWave.solves_iff_christoffel
#print axioms PiezoelectricPlaneWave.speed_stiffening
#print axioms PiezoelectricPlaneWave.polarizations_orthogonal
```

```
'PiezoelectricPlaneWave.constitutive_strain' depends on axioms: [propext, Classical.choice, Quot.sound]
'PiezoelectricPlaneWave.solves_iff_christoffel' depends on axioms: [propext, Classical.choice, Quot.sound]
'PiezoelectricPlaneWave.speed_stiffening' depends on axioms: [propext, Classical.choice, Quot.sound]
'PiezoelectricPlaneWave.polarizations_orthogonal' depends on axioms: [propext, Classical.choice, Quot.sound]
```

## From computed tensors to sound speeds

An electronic-structure calculation can supply $C$, $e$ and $\varepsilon$, including the relaxation of the ions. For each $m$ one forms $G$, $g$ and $a$, diagonalises $G+gg^{T}/a$, and takes $v=\sqrt{\lambda/\rho}$ for each eigenvalue $\lambda\geq0$. Within this linear, quasistatic continuum model, these speeds are the slopes of the acoustic phonon branches at long wavelength.

Take invented values for a wave along $z$: $G=\mathrm{diag}(45,45,200)$ GPa, $g=(0,0,1)$ C/m², $a=10^{-10}$ F/m and $\rho=5000$ kg/m³. The only nonzero entry of $gg^{T}/a$ is $1/10^{-10}=10^{10}$ Pa, or 10 GPa, so the stiffened matrix is $\mathrm{diag}(45,45,210)$ GPa.

- The transverse speed is $\sqrt{45\times10^9/5000}=3000$ m/s, unaffected by piezoelectricity.
- The longitudinal speed is $\sqrt{210\times10^9/5000}\approx6481$ m/s, against 6325 m/s without the piezoelectric term.
- A longitudinal amplitude of 1 pm carries a potential amplitude $q=10^{-12}/10^{-10}=0.01$ V.
